# The five James–Coolidge variables fix an electron pair up to an axial rotation or reflection, and so exclude Σ⁻ states

Suppose a variational calculation on H₂ aims at a Σ⁻ state, with basis functions that depend only on the spheroidal coordinates \(\xi_1,\eta_1,\xi_2,\eta_2\) of the electrons and their distance \(r_{12}\), as in the James–Coolidge and Kołos–Wolniewicz expansions for Σ⁺ states. The energy may converge well, but not to the intended state. Every basis function is unchanged by a reflection in a plane containing the nuclei, whereas a Σ⁻ function changes sign, and a larger basis of the same kind does not help.

For two electrons and fixed nuclei at distance \(R>0\), the cause can be stated exactly: the five variables agree for two pairs of positions exactly when one common rotation about the axis, or one common reflection in a plane containing it, takes one pair to the other.

In Lean 4 with Mathlib:

```lean
import Mathlib

namespace JamesCoolidgeSymmetry

noncomputable section
```

## Positions, foci and the five variables

An electron position is a point \(r=(r_0,r_1,r_2)\) of Euclidean 3-space. The indices 0, 1, 2 stand for \(x,y,z\), and the nuclei lie on the \(z\) axis.

```lean
/-- Positions of an electron in three-dimensional Euclidean space. -/
abbrev Space := EuclideanSpace ℝ (Fin 3)

/-- The point at height `a` on the focal axis. -/
def focus (a : ℝ) : Space := !₂[0, 0, a]
```

Nucleus A sits at height \(-R/2\) and nucleus B at \(+R/2\). With \(r_A,r_B\) the distances from an electron to the nuclei,
\[
\xi=\frac{r_A+r_B}{R},\qquad \eta=\frac{r_A-r_B}{R}.
\]

```lean
/-- The spheroidal coordinate `ξ = (rA + rB) / R` for foci at heights `∓R/2`, with `R > 0`. -/
def xi (R : ℝ) (r : Space) : ℝ :=
  (dist r (focus (-(R / 2))) + dist r (focus (R / 2))) / R

/-- The spheroidal coordinate `η = (rA - rB) / R` for foci at heights `∓R/2`, with `R > 0`. -/
def eta (R : ℝ) (r : Space) : ℝ :=
  (dist r (focus (-(R / 2))) - dist r (focus (R / 2))) / R
```

In the code, `r` and `s` are the positions of electrons 1 and 2, not distances; \(r_{12}\) is `dist r s`.

```lean
/-- The five variables `(ξ1, η1, ξ2, η2, r12)` of an electron pair, with `R > 0`. -/
def jcVars (R : ℝ) (r s : Space) : ℝ × ℝ × ℝ × ℝ × ℝ :=
  (xi R r, eta R r, xi R s, eta R s, dist r s)
```

## Axial symmetry and the Σ labels

A rotation by \(\theta\) acts on the two transverse components and keeps the height.

```lean
/-- Rotation by the angle `θ` about the focal axis. -/
def rotate (θ : ℝ) (r : Space) : Space :=
  !₂[Real.cos θ * r 0 - Real.sin θ * r 1, Real.sin θ * r 0 + Real.cos θ * r 1, r 2]
```

For a reflection, \(\theta\) is the azimuth of the mirror plane, so the matrix contains \(2\theta\).

```lean
/-- Reflection in the plane that contains the focal axis and has azimuth `θ`. -/
def reflect (θ : ℝ) (r : Space) : Space :=
  !₂[Real.cos (2 * θ) * r 0 + Real.sin (2 * θ) * r 1,
    Real.sin (2 * θ) * r 0 - Real.cos (2 * θ) * r 1, r 2]
```

A Σ⁺ function is invariant when both electrons undergo the same rotation or reflection.

```lean
/-- Sigma-plus symmetry: invariance under axial rotations and reflections of both electrons. -/
def IsSigmaPlus (ψ : Space → Space → ℂ) : Prop :=
  (∀ θ r s, ψ (rotate θ r) (rotate θ s) = ψ r s) ∧
    ∀ θ r s, ψ (reflect θ r) (reflect θ s) = ψ r s
```

A Σ⁻ function is invariant under the rotations and odd under the reflections.

```lean
/-- Sigma-minus symmetry: invariance under axial rotations of both electrons, and a change of
sign under reflections in planes containing the axis. -/
def IsSigmaMinus (ψ : Space → Space → ℂ) : Prop :=
  (∀ θ r s, ψ (rotate θ r) (rotate θ s) = ψ r s) ∧
    ∀ θ r s, ψ (reflect θ r) (reflect θ s) = -ψ r s
```

These definitions concern complex functions of two positions, with no demand of continuity, normalisation or exchange symmetry. The step to a molecular state is to identify the state with its spatial factor, which for two electrons without spin–orbit coupling multiplies a singlet or triplet spin function.

## The symmetry operations preserve all five variables

The calculation is done in components, with
\[
|p-q|^2=(p_0-q_0)^2+(p_1-q_1)^2+(p_2-q_2)^2 .
\]

```lean
/-- The Cartesian components of a point given by three numbers. -/
theorem vec_apply (a b c : ℝ) : (!₂[a, b, c] : Space) 0 = a ∧
    (!₂[a, b, c] : Space) 1 = b ∧ (!₂[a, b, c] : Space) 2 = c := ⟨rfl, rfl, rfl⟩

/-- Two points with the same Cartesian components coincide. -/
theorem space_ext {p q : Space} (h0 : p 0 = q 0) (h1 : p 1 = q 1) (h2 : p 2 = q 2) :
    p = q := by
  ext i
  fin_cases i
  exacts [h0, h1, h2]

/-- The squared distance of two points in Cartesian components. -/
theorem sq_dist_eq (p q : Space) :
    dist p q ^ 2 = (p 0 - q 0) ^ 2 + (p 1 - q 1) ^ 2 + (p 2 - q 2) ^ 2 := by
  rw [EuclideanSpace.dist_eq, Real.sq_sqrt (by positivity)]
  simp only [Fin.sum_univ_three, Real.dist_eq, sq_abs]
```

Let \(d=p-q\). After a rotation, the transverse part of the squared distance is
\[
(\cos\theta\,d_0-\sin\theta\,d_1)^2+(\sin\theta\,d_0+\cos\theta\,d_1)^2=d_0^2+d_1^2 .
\]
The same holds for a reflection, with \(2\theta\) for \(\theta\) and the signs of its matrix. Both maps leave points of the axis in place, so \(r_A\), \(r_B\) and \(r_{12}\) are unchanged for both electrons. In the proof, `key` states this for any distance-preserving map that fixes the axis, and `linear_combination` supplies \(\sin^2+\cos^2=1\) with the right factor.

```lean
/-- The five variables do not change when both electrons are rotated about the focal axis, or
reflected in a plane containing it. -/
theorem jcVars_symmetry (R θ : ℝ) (r s : Space) :
    jcVars R (rotate θ r) (rotate θ s) = jcVars R r s ∧
      jcVars R (reflect θ r) (reflect θ s) = jcVars R r s := by
  -- any distance-preserving map that fixes the axis will do
  have key : ∀ g : Space → Space, (∀ p q, dist (g p) (g q) ^ 2 = dist p q ^ 2) →
      (∀ a, g (focus a) = focus a) → jcVars R (g r) (g s) = jcVars R r s := by
    intro g hg hf
    have hd : ∀ p q, dist (g p) (g q) = dist p q := fun p q =>
      (sq_eq_sq₀ dist_nonneg dist_nonneg).1 (hg p q)
    have hF : ∀ p a, dist (g p) (focus a) = dist p (focus a) := fun p a => by
      rw [← hd p (focus a), hf]
    simp only [jcVars, xi, eta, hd, hF]
  constructor
  · refine key _ (fun p q => ?_) (fun a => ?_)
    · rw [sq_dist_eq, sq_dist_eq]
      simp only [rotate, vec_apply]
      linear_combination ((p 0 - q 0) ^ 2 + (p 1 - q 1) ^ 2) * Real.sin_sq_add_cos_sq θ
    · apply space_ext <;> simp only [rotate, focus, vec_apply] <;> ring
  · refine key _ (fun p q => ?_) (fun a => ?_)
    · rw [sq_dist_eq, sq_dist_eq]
      simp only [reflect, vec_apply]
      linear_combination ((p 0 - q 0) ^ 2 + (p 1 - q 1) ^ 2) * Real.sin_sq_add_cos_sq (2 * θ)
    · apply space_ext <;> simp only [reflect, focus, vec_apply] <;> ring
```

## Equal ξ and η give equal height and radius

Since \(r_A=R(\xi+\eta)/2\) and \(r_B=R(\xi-\eta)/2\), points \(p\) and \(q\) with equal \(\xi\) and \(\eta\) have equal focal distances. For \(p\),
\[
r_A^2-r_B^2=(p_2+R/2)^2-(p_2-R/2)^2=2Rp_2 ,
\]
and likewise for \(q\). As \(R>0\), \(p_2=q_2\). Subtracting \((p_2+R/2)^2\) from \(r_A^2\) then gives \(p_0^2+p_1^2=q_0^2+q_1^2\). In the code, `hA - hB` is the subtraction of the two focal equations.

```lean
/-- For `R > 0`, points with equal `ξ` and `η` have the same height along the focal axis and the
same squared distance from it. -/
theorem height_radius {R : ℝ} (hR : 0 < R) {p q : Space} (hξ : xi R p = xi R q)
    (hη : eta R p = eta R q) : p 2 = q 2 ∧ p 0 ^ 2 + p 1 ^ 2 = q 0 ^ 2 + q 1 ^ 2 := by
  simp only [xi, eta, div_left_inj' hR.ne'] at hξ hη
  have hA : dist p (focus (-(R / 2))) ^ 2 = dist q (focus (-(R / 2))) ^ 2 := by
    congr 1; linarith
  have hB : dist p (focus (R / 2)) ^ 2 = dist q (focus (R / 2)) ^ 2 := by
    congr 1; linarith
  rw [sq_dist_eq, sq_dist_eq] at hA hB
  simp only [focus, vec_apply] at hA hB
  have hz : p 2 = q 2 :=
    mul_left_cancel₀ (show 2 * R ≠ 0 by positivity) (by linear_combination hA - hB)
  refine ⟨hz, ?_⟩
  rw [hz] at hA
  linear_combination hA
```

## One angle for both electrons

Let plane vectors \((x,y),(x',y')\) and \((u,v),(u',v')\) have equal lengths in corresponding places, equal scalar products and equal cross products:
\[
uu'+vv'=xx'+yy',\qquad uv'-vu'=xy'-yx' .
\]
Suppose first that \(N=x^2+y^2\neq0\). The complex number
\[
z=(xu+yv)+i(xv-yu)
\]
has \(|z|^2=(x^2+y^2)(u^2+v^2)=N^2\). Its argument \(\theta\) therefore satisfies \(N\cos\theta=xu+yv\) and \(N\sin\theta=xv-yu\). For the first vector,
\[
N(\cos\theta\,x-\sin\theta\,y)=x(xu+yv)-y(xv-yu)=Nu,
\]
\[
N(\sin\theta\,x+\cos\theta\,y)=x(xv-yu)+y(xu+yv)=Nv .
\]
The same angle works for the second vector:
\[
\begin{aligned}
N(\cos\theta\,x'-\sin\theta\,y')&=u(xx'+yy')-v(xy'-yx')\\
&=u(uu'+vv')-v(uv'-vu')=Nu',\\
N(\sin\theta\,x'+\cos\theta\,y')&=v(xx'+yy')+u(xy'-yx')\\
&=v(uu'+vv')+u(uv'-vu')=Nv'.
\end{aligned}
\]
Dividing by \(N\) gives the rotation. If the first vector is zero and the second is not, their roles are exchanged; if both are zero, any angle will do, and the proof takes \(0\).

```lean
/-- Two pairs of plane vectors with equal lengths, scalar products and cross products are related
by one common rotation. -/
theorem exists_common_rotation {x y u v x' y' u' v' : ℝ} (h : u ^ 2 + v ^ 2 = x ^ 2 + y ^ 2)
    (h' : u' ^ 2 + v' ^ 2 = x' ^ 2 + y' ^ 2) (hd : u * u' + v * v' = x * x' + y * y')
    (hc : u * v' - v * u' = x * y' - y * x') :
    ∃ θ : ℝ, (Real.cos θ * x - Real.sin θ * y = u ∧ Real.sin θ * x + Real.cos θ * y = v) ∧
      Real.cos θ * x' - Real.sin θ * y' = u' ∧ Real.sin θ * x' + Real.cos θ * y' = v' := by
  -- a non-zero first vector fixes the angle
  have key : ∀ x y u v x' y' u' v' : ℝ, x ^ 2 + y ^ 2 ≠ 0 → u ^ 2 + v ^ 2 = x ^ 2 + y ^ 2 →
      u * u' + v * v' = x * x' + y * y' → u * v' - v * u' = x * y' - y * x' →
      ∃ θ : ℝ, (Real.cos θ * x - Real.sin θ * y = u ∧ Real.sin θ * x + Real.cos θ * y = v) ∧
        Real.cos θ * x' - Real.sin θ * y' = u' ∧ Real.sin θ * x' + Real.cos θ * y' = v' := by
    intro x y u v x' y' u' v' hN h hd hc
    obtain ⟨z, hre, him⟩ : ∃ z : ℂ, z.re = x * u + y * v ∧ z.im = x * v - y * u :=
      ⟨⟨_, _⟩, rfl, rfl⟩
    have hz : ‖z‖ = x ^ 2 + y ^ 2 := by
      rw [← sq_eq_sq₀ (norm_nonneg _) (by positivity), Complex.sq_norm, Complex.normSq_apply,
        hre, him]
      linear_combination (x ^ 2 + y ^ 2) * h
    have hz0 : z ≠ 0 := by
      intro h0
      rw [h0, norm_zero] at hz
      exact hN hz.symm
    have hcos : (x ^ 2 + y ^ 2) * Real.cos z.arg = x * u + y * v := by
      rw [Complex.cos_arg hz0, hz, hre]
      field_simp
    have hsin : (x ^ 2 + y ^ 2) * Real.sin z.arg = x * v - y * u := by
      rw [Complex.sin_arg, hz, him]
      field_simp
    refine ⟨z.arg, ⟨?_, ?_⟩, ?_, ?_⟩ <;> apply mul_left_cancel₀ hN
    · linear_combination x * hcos - y * hsin
    · linear_combination x * hsin + y * hcos
    · linear_combination x' * hcos - y' * hsin - u * hd + v * hc + u' * h
    · linear_combination x' * hsin + y' * hcos - v * hd - u * hc + v' * h
  by_cases hN : x ^ 2 + y ^ 2 = 0
  · by_cases hN' : x' ^ 2 + y' ^ 2 = 0
    · have zero : ∀ a b : ℝ, a ^ 2 + b ^ 2 = 0 → a = 0 ∧ b = 0 := fun a b hab =>
        ⟨(pow_eq_zero_iff two_ne_zero).1 (by linarith [sq_nonneg a, sq_nonneg b]),
          (pow_eq_zero_iff two_ne_zero).1 (by linarith [sq_nonneg a, sq_nonneg b])⟩
      obtain ⟨a1, a2⟩ := zero _ _ hN
      obtain ⟨a3, a4⟩ := zero _ _ hN'
      obtain ⟨a5, a6⟩ := zero _ _ (h.trans hN)
      obtain ⟨a7, a8⟩ := zero _ _ (h'.trans hN')
      exact ⟨0, by simp [a1, a2, a3, a4, a5, a6, a7, a8]⟩
    · obtain ⟨θ, e, e'⟩ := key x' y' u' v' x y u v hN' h' (by linear_combination hd)
        (by linear_combination -hc)
      exact ⟨θ, e', e⟩
  · exact key x y u v x' y' u' v' hN h hd hc
```

The device that produces the angle is Mathlib's `Complex.arg`. The lemmas `Complex.cos_arg` and `Complex.sin_arg` return its cosine and sine as real and imaginary part over the norm. One number thus carries both signs. An inverse cosine would leave the sign of the sine to be settled by a separate case distinction. The condition `hz0`, that \(z\) is non-zero, is required by the cosine lemma.

## The five variables determine the pair up to symmetry

Let \((p,p')\) and \((q,q')\) be two electron pairs with equal variables. Heights and radii agree for each electron, so expanding \(|p-p'|^2=|q-q'|^2\) leaves
\[
q_0q'_0+q_1q'_1=p_0p'_0+p_1p'_1 .
\]
Write \(c_p=p_0p'_1-p_1p'_0\), and \(c_q\) likewise. Lagrange's identity,
\[
(p_0p'_0+p_1p'_1)^2+c_p^2=(p_0^2+p_1^2)(p_0'^2+p_1'^2),
\]
gives \(c_q^2=c_p^2\), or \((c_q-c_p)(c_q+c_p)=0\).

If \(c_q=c_p\), the previous result supplies a common rotation. If \(c_q=-c_p\), first change the sign of \(p_1\) and \(p'_1\). This reverses \(c_p\) and keeps lengths and scalar product, so a rotation by some \(\varphi\) completes the map:
\[
(p_0,p_1)\mapsto(\cos\varphi\,p_0+\sin\varphi\,p_1,\ \sin\varphi\,p_0-\cos\varphi\,p_1).
\]
This is the reflection in the plane of azimuth \(\varphi/2\).

The theorem says that, for \(R>0\), `jcVars` agrees on two pairs if and only if some \(\theta\) gives a rotation, or a reflection, taking \(p\) to \(q\) and \(p'\) to \(q'\). The electrons keep their labels; exchange is not among the allowed operations.

```lean
/-- For `R > 0`, two electron pairs have equal `ξ1, η1, ξ2, η2, r12` exactly when a rotation about
the focal axis, or a reflection in a plane containing it, maps one pair to the other. -/
theorem jcVars_eq_iff {R : ℝ} (hR : 0 < R) (p p' q q' : Space) :
    jcVars R p p' = jcVars R q q' ↔
      ∃ θ, (rotate θ p = q ∧ rotate θ p' = q') ∨ (reflect θ p = q ∧ reflect θ p' = q') := by
  constructor
  · intro h
    simp only [jcVars, Prod.mk.injEq] at h
    obtain ⟨hξ, hη, hξ', hη', h12⟩ := h
    obtain ⟨hz, hN⟩ := height_radius hR hξ hη
    obtain ⟨hz', hN'⟩ := height_radius hR hξ' hη'
    have hs : dist p p' ^ 2 = dist q q' ^ 2 := by rw [h12]
    rw [sq_dist_eq, sq_dist_eq, hz, hz'] at hs
    have hd : q 0 * q' 0 + q 1 * q' 1 = p 0 * p' 0 + p 1 * p' 1 := by
      linear_combination (hs - hN - hN') / 2
    -- Lagrange's identity: the cross products agree up to sign
    have hprod : ((q 0 * q' 1 - q 1 * q' 0) - (p 0 * p' 1 - p 1 * p' 0)) *
        ((q 0 * q' 1 - q 1 * q' 0) + (p 0 * p' 1 - p 1 * p' 0)) = 0 := by
      linear_combination -(q' 0 ^ 2 + q' 1 ^ 2) * hN - (p 0 ^ 2 + p 1 ^ 2) * hN' -
        (q 0 * q' 0 + q 1 * q' 1 + p 0 * p' 0 + p 1 * p' 1) * hd
    rcases mul_eq_zero.1 hprod with hc | hc
    · obtain ⟨θ, ⟨e1, e2⟩, e3, e4⟩ :=
        exists_common_rotation hN.symm hN'.symm hd (sub_eq_zero.1 hc)
      exact ⟨θ, Or.inl ⟨space_ext e1 e2 hz, space_ext e3 e4 hz'⟩⟩
    · -- opposite sign: reflect the first pair, then rotate
      obtain ⟨φ, ⟨e1, e2⟩, e3, e4⟩ := exists_common_rotation
        (x := p 0) (y := -p 1) (u := q 0) (v := q 1)
        (x' := p' 0) (y' := -p' 1) (u' := q' 0) (v' := q' 1)
        (by linear_combination -hN) (by linear_combination -hN')
        (by linear_combination hd) (by linear_combination hc)
      have hφ : 2 * (φ / 2) = φ := by ring
      refine ⟨φ / 2, Or.inr ⟨space_ext ?_ ?_ hz, space_ext ?_ ?_ hz'⟩⟩ <;>
        simp only [reflect, vec_apply, hφ]
      · linear_combination e1
      · linear_combination e2
      · linear_combination e3
      · linear_combination e4
  · rintro ⟨θ, ⟨rfl, rfl⟩ | ⟨rfl, rfl⟩⟩
    · exact (jcVars_symmetry R θ p p').1.symm
    · exact (jcVars_symmetry R θ p p').2.symm
```

## Functions of the five variables are the Σ⁺ functions

If \(\psi(r,s)=F(\xi_1,\eta_1,\xi_2,\eta_2,r_{12})\), then \(\psi\) inherits the invariance of the variables. Conversely, a Σ⁺ function takes equal values on pairs with equal variables, since a symmetry operation connects them. Its value can therefore be assigned to the five numbers. `Function.FactorsThrough` expresses this consistency, and `Function.extend` builds \(F\), set to zero on quintuples that no electron pair attains. Nothing is said about \(F\) being smooth or a convergent series.

```lean
/-- For `R > 0`, a two-electron function depends on the five variables alone exactly when it has
Sigma-plus symmetry. -/
theorem function_of_jcVars_iff {R : ℝ} (hR : 0 < R) (ψ : Space → Space → ℂ) :
    (∃ F : ℝ × ℝ × ℝ × ℝ × ℝ → ℂ, ∀ r s, ψ r s = F (jcVars R r s)) ↔ IsSigmaPlus ψ := by
  constructor
  · rintro ⟨F, hF⟩
    exact ⟨fun θ r s => by rw [hF (rotate θ r), hF r s, (jcVars_symmetry R θ r s).1],
      fun θ r s => by rw [hF (reflect θ r), hF r s, (jcVars_symmetry R θ r s).2]⟩
  · rintro ⟨hrot, href⟩
    have hf : Function.FactorsThrough (fun p : Space × Space => ψ p.1 p.2)
        (fun p : Space × Space => jcVars R p.1 p.2) := by
      intro p q h
      change ψ p.1 p.2 = ψ q.1 q.2
      obtain ⟨θ, ⟨h1, h2⟩ | ⟨h1, h2⟩⟩ := (jcVars_eq_iff hR p.1 p.2 q.1 q.2).1 h
      · rw [← h1, ← h2, hrot]
      · rw [← h1, ← h2, href]
    exact ⟨Function.extend (fun p : Space × Space => jcVars R p.1 p.2)
      (fun p : Space × Space => ψ p.1 p.2) (fun _ => 0),
      fun r s => (hf.extend_apply (fun _ => 0) (r, s)).symm⟩
```

## A Σ⁻ function of the five variables is zero

Let \(\sigma\) be the reflection with \(\theta=0\). Dependence on the five variables gives \(\psi(\sigma r,\sigma s)=\psi(r,s)\), and Σ⁻ symmetry gives \(\psi(\sigma r,\sigma s)=-\psi(r,s)\). Hence \(2\psi(r,s)=0\) at every pair of positions.

```lean
/-- A Sigma-minus function that depends on the five variables alone vanishes everywhere. -/
theorem sigmaMinus_eq_zero {R : ℝ} {ψ : Space → Space → ℂ} (hψ : IsSigmaMinus ψ)
    (F : ℝ × ℝ × ℝ × ℝ × ℝ → ℂ) (hF : ∀ r s, ψ r s = F (jcVars R r s)) (r s : Space) :
    ψ r s = 0 := by
  have e : ψ (reflect 0 r) (reflect 0 s) = ψ r s := by
    rw [hF (reflect 0 r), hF r s, (jcVars_symmetry R 0 r s).2]
  have h := e.symm.trans (hψ.2 0 r s)
  linear_combination h / 2
```

Non-zero Σ⁻ functions do exist. The transverse cross product \(r_0s_1-r_1s_0\), in textbook letters \(x_1y_2-y_1x_2\), is multiplied by \(\cos^2\theta+\sin^2\theta=1\) under a rotation and by \(-1\) under a reflection. It equals 1 for electrons at \((1,0,0)\) and \((0,1,0)\). It is not square-integrable; a factor \(e^{-\alpha(\xi_1+\xi_2)}\) with \(\alpha>0\) makes it so and keeps the symmetry.

```lean
/-- The function `x1 y2 - y1 x2` has Sigma-minus symmetry, and it equals one when electron 1 is at
`(1, 0, 0)` and electron 2 at `(0, 1, 0)`. -/
theorem sigmaMinus_witness :
    IsSigmaMinus (fun r s => ((r 0 * s 1 - r 1 * s 0 : ℝ) : ℂ)) ∧
      (!₂[1, 0, 0] : Space) 0 * (!₂[0, 1, 0] : Space) 1 -
        (!₂[1, 0, 0] : Space) 1 * (!₂[0, 1, 0] : Space) 0 = 1 := by
  refine ⟨⟨fun θ r s => ?_, fun θ r s => ?_⟩, ?_⟩
  · refine congrArg Complex.ofReal ?_
    simp only [rotate, vec_apply]
    linear_combination (r 0 * s 1 - r 1 * s 0) * Real.sin_sq_add_cos_sq θ
  · refine Eq.trans (congrArg Complex.ofReal ?_) (Complex.ofReal_neg _)
    simp only [reflect, vec_apply]
    linear_combination -(r 0 * s 1 - r 1 * s 0) * Real.sin_sq_add_cos_sq (2 * θ)
  · norm_num

end

end JamesCoolidgeSymmetry
```

```lean
#print axioms JamesCoolidgeSymmetry.jcVars_symmetry
-- 'JamesCoolidgeSymmetry.jcVars_symmetry' depends on axioms: [propext, Classical.choice, Quot.sound]
#print axioms JamesCoolidgeSymmetry.function_of_jcVars_iff
-- 'JamesCoolidgeSymmetry.function_of_jcVars_iff' depends on axioms: [propext, Classical.choice, Quot.sound]
#print axioms JamesCoolidgeSymmetry.sigmaMinus_eq_zero
-- 'JamesCoolidgeSymmetry.sigmaMinus_eq_zero' depends on axioms: [propext, Classical.choice, Quot.sound]
```

## Symmetry operations as abstract isometries

The operations could also be modelled as linear isometries \(g\) of space that fix the axis pointwise, in place of explicit maps labelled by an angle. Preservation of distance would then be part of the definition, and the Σ⁻ condition would become the single equation \(\psi(gr,gs)=\det(g)\,\psi(r,s)\). The main theorem would assert that such a \(g\) exists, and its determinant would tell a rotation from a reflection. With the explicit maps, the angle and the mirror plane appear in the statement itself.
